# A nonzero one-channel PAW augmentation $a p^*$ is unchanged by local phases exactly when they agree across the supports of $a$ and $p$

Multiply a pseudo wavefunction by a position-dependent phase, reconstruct the all-electron function with the usual fixed projector and partial waves, and the density can come out different. Two grid points are enough to see it. Let the projector be $p=(0,1)$, let the difference between the all-electron and the pseudo partial wave be $a=(1,0)$, and take the normalised pseudo wavefunction $\psi=(1,1)/\sqrt2$. The reconstruction adds $a$ times the overlap of $p$ with $\psi$, which gives $(2,1)/\sqrt2$ and a density of $2$ at the first point. Now flip the sign of $\psi$ at the second point, which leaves the pseudo density as it was. The overlap changes sign, the reconstruction becomes $(0,-1)/\sqrt2$, and the density at the first point drops to $0$.

The theorems below say for which phases the reconstruction commutes with multiplication by the phase, which is enough to keep every reconstructed density unchanged. They also give a change of $a$ and $p$ that restores the density for every phase. This bears on PAW calculations of magnetic response, where position-dependent phases arise from the choice of gauge origin; the model here has one projector channel on a finite grid.

## Local phases on a finite grid

```lean
import Mathlib

open Matrix

namespace PAWGaugeCovariance

noncomputable section

variable {X : Type*} [Fintype X] [DecidableEq X]
```

The variable `X` is the set of grid points, and `Fintype X` says that there are finitely many of them. Nothing is assumed about their spacing or dimension. A wavefunction is a function `X → ℂ`, one complex number per point, and an operator is a matrix with rows and columns labelled by grid points. Opening `Matrix` makes the notation `ᴴ` available for the conjugate transpose and `*ᵥ` for a matrix acting on a vector.

```lean
/-- The local phase factor `exp(i θ_x)` at the grid point `x`. -/
def phase (θ : X → ℝ) (x : X) : ℂ := Complex.exp (θ x * Complex.I)
```

A gauge function is any assignment of a real angle $\theta_x$ to each point, and `phase θ x` is the factor $u_x = e^{i\theta_x}$. The results compare the factors $u_x$ and not the angles, so angles that differ by a multiple of $2\pi$ count as equal.

```lean
/-- The gauge transformation: the diagonal matrix of local phase factors. -/
def gaugeU (θ : X → ℝ) : Matrix X X ℂ := Matrix.diagonal (phase θ)
```

The matrix $U$ has the factors $u_x$ on its diagonal and zeros elsewhere, so $(U\psi)_x = u_x\psi_x$. This is the part of a gauge transformation that acts on wavefunctions. The file contains no vector potential and no Hamiltonian.

## The one-channel PAW transformation

```lean
/-- The one-channel augmentation operator `a p*`, with `a` the difference of the all-electron
and pseudo partial waves and `p` the projector. -/
def augmentation (a p : X → ℂ) : Matrix X X ℂ := Matrix.vecMulVec a (star p)
```

`Matrix.vecMulVec a (star p)` is the outer product $|a\rangle\langle p|$, with entries

$$(a p^*)_{xy} = a_x\,\overline{p_y}.$$

Acting on $\psi$ it gives $a\sum_y \overline{p_y}\,\psi_y$. Positive integration weights of a real-space grid can be absorbed into $p$ without changing where $p$ is nonzero. The vectors are otherwise arbitrary: the usual duality between projectors and pseudo partial waves is not imposed.

```lean
/-- The one-channel PAW transformation `T = 1 + a p*`. -/
def pawT (a p : X → ℂ) : Matrix X X ℂ := 1 + augmentation a p
```

This is $T = 1 + a p^*$, which takes the pseudo wavefunction to the reconstructed one. A production calculation sums over several channels and atoms, whereas `pawT` has a single term.

## What a phase does to a matrix element

```lean
omit [Fintype X] [DecidableEq X] in
/-- A local phase factor times its complex conjugate is one. -/
theorem phase_mul_star (θ : X → ℝ) (x : X) : phase θ x * star (phase θ x) = 1 := by
  have h : ‖phase θ x‖ = 1 := Complex.norm_exp_ofReal_mul_I (θ x)
  change phase θ x * (starRingEnd ℂ) (phase θ x) = 1
  rw [Complex.mul_conj, Complex.normSq_eq_norm_sq, h]
  norm_num
```

The statement is $u_x\overline{u_x}=1$. By hand, $z\bar z=|z|^2$ for every complex $z$, and $|e^{i\theta}|=1$ for real $\theta$. The line starting with `have h` records the second fact, and the rewriting step uses the first.

```lean
/-- The gauge transformation is unitary: `U U* = 1`. -/
theorem gaugeU_unitary (θ : X → ℝ) : gaugeU θ * (gaugeU θ)ᴴ = 1 := by
  rw [gaugeU, Matrix.diagonal_conjTranspose, Matrix.diagonal_mul_diagonal,
    ← Matrix.diagonal_one]
  congr 1
  funext x
  exact phase_mul_star θ x
```

Here $UU^*=1$. The product of two diagonal matrices is diagonal, and its entry at $x$ is $u_x\overline{u_x}$, which is one by the previous lemma.

```lean
/-- Conjugation by the gauge transformation multiplies the entry `K x y` of an operator by the
phase at `x` and the conjugate phase at `y`. -/
theorem gauge_conj_apply (θ : X → ℝ) (K : Matrix X X ℂ) (x y : X) :
    (gaugeU θ * K * (gaugeU θ)ᴴ) x y = phase θ x * K x y * star (phase θ y) := by
  rw [gaugeU, Matrix.diagonal_conjTranspose, Matrix.mul_diagonal, Matrix.diagonal_mul]
  rfl
```

For any matrix $K$,

$$(UKU^*)_{xy} = u_x\,K_{xy}\,\overline{u_y}.$$

Multiplying by a diagonal matrix from the left scales the rows, and from the right it scales the columns. The two library lemmas in the proof, `Matrix.diagonal_mul` and `Matrix.mul_diagonal`, say exactly this.

```lean
/-- An operator on the grid is unchanged by a gauge transformation exactly when the phases
agree at any two points that it connects by a nonzero matrix element. -/
theorem gauge_conj_eq_iff (θ : X → ℝ) (K : Matrix X X ℂ) :
    gaugeU θ * K * (gaugeU θ)ᴴ = K ↔ ∀ x y, K x y ≠ 0 → phase θ x = phase θ y := by
  constructor
  · intro h x y hK
    have h1 := congrFun (congrFun h x) y
    rw [gauge_conj_apply] at h1
    have h2 := phase_mul_star θ y
    -- cancel the nonzero matrix element
    apply mul_right_cancel₀ hK
    linear_combination phase θ y * h1 - phase θ x * K x y * h2
  · intro h
    ext x y
    rw [gauge_conj_apply]
    by_cases hK : K x y = 0
    · simp [hK]
    · rw [h x y hK]
      linear_combination K x y * phase_mul_star θ y
```

The symbol `↔` means "if and only if". The theorem says that $UKU^*=K$ holds exactly when $u_x=u_y$ for every pair with $K_{xy}\neq0$. A local potential, which is diagonal, passes for all phases, while a nonlocal operator ties together the phases of the points it connects.

For the forward direction, suppose $u_xK_{xy}\overline{u_y}=K_{xy}$. Multiply by $u_y$ and use $u_y\overline{u_y}=1$ to get $u_xK_{xy}=u_yK_{xy}$, then cancel the nonzero number $K_{xy}$. In Lean the cancellation is announced first, by `mul_right_cancel₀ hK`, and `linear_combination` then verifies that the remaining equation is the stated combination of the two known ones.

For the reverse direction, an entry with $K_{xy}=0$ stays zero. If $K_{xy}\ne0$, the phases agree, and $u_yK_{xy}\overline{u_y}=K_{xy}$. The `by_cases` line splits the proof into these two cases.

## The criterion for $a p^*$

```lean
/-- For nonzero `a` and `p`, the augmentation operator `a p*` is unchanged by a gauge
transformation exactly when the phase factor is constant on the union of the supports of
`a` and `p`. -/
theorem augmentation_invariant_iff {a p : X → ℂ} (ha : a ≠ 0) (hp : p ≠ 0) (θ : X → ℝ) :
    gaugeU θ * augmentation a p * (gaugeU θ)ᴴ = augmentation a p ↔
      ∀ x ∈ Function.support a ∪ Function.support p,
        ∀ y ∈ Function.support a ∪ Function.support p, phase θ x = phase θ y := by
  have entry : ∀ x y, augmentation a p x y = a x * star (p y) := fun _ _ => rfl
  rw [gauge_conj_eq_iff]
  constructor
  · intro h
    have key : ∀ x y, a x ≠ 0 → p y ≠ 0 → phase θ x = phase θ y := by
      intro x y hx hy
      apply h x y
      rw [entry]
      exact mul_ne_zero hx (star_ne_zero.mpr hy)
    obtain ⟨x₀, hx₀⟩ := Function.ne_iff.mp ha
    obtain ⟨y₀, hy₀⟩ := Function.ne_iff.mp hp
    -- every phase on the union equals the phase at one point of the projector
    have hall : ∀ x ∈ Function.support a ∪ Function.support p, phase θ x = phase θ y₀ := by
      rintro x (hx | hx)
      · exact key x y₀ hx hy₀
      · exact (key x₀ x hx₀ hx).symm.trans (key x₀ y₀ hx₀ hy₀)
    intro x hx y hy
    exact (hall x hx).trans (hall y hy).symm
  · intro h x y hxy
    rw [entry] at hxy
    have hx : a x ≠ 0 := left_ne_zero_of_mul hxy
    have hy : p y ≠ 0 := star_ne_zero.mp (right_ne_zero_of_mul hxy)
    exact h x (Or.inl hx) y (Or.inr hy)
```

`Function.support a` is the set of points where $a_x\neq0$. The hypotheses `ha` and `hp` say that neither vector vanishes identically. The right-hand side takes any two points $x,y$ in $\operatorname{supp}a\cup\operatorname{supp}p$ and asks that $u_x=u_y$; in other words, the phase factor is constant on the union.

The previous theorem reduces the question to pairs with $a_x\overline{p_y}\neq0$, that is, to $x$ in the support of $a$ and $y$ in the support of $p$. Invariance therefore gives

$$u_x=u_y\quad\text{whenever } a_x\neq0 \text{ and } p_y\neq0.$$

This is `key` in the proof. It does not directly compare two points of the same support, so an intermediate point is needed. Choose $x_0$ with $a_{x_0}\neq0$ and $y_0$ with $p_{y_0}\neq0$. If $a_x\neq0$, then $u_x=u_{y_0}$ at once. If $p_x\neq0$, then $u_x=u_{x_0}=u_{y_0}$. Every phase on the union thus equals $u_{y_0}$, which is the statement `hall`, and any two of them agree.

Conversely, if the phase is constant on the union and $a_x\overline{p_y}\neq0$, then both $x$ and $y$ lie in the union and $u_x=u_y$.

In the two-point example the supports of $a$ and $p$ do not even overlap, yet the single nonzero matrix element connects them, and the sign flip at one point violates the criterion. The equivalence can fail if one of the vectors is zero: with $a=0$ and $p=(1,1)$ the augmentation vanishes and is invariant under every phase, including a sign flip at one point, which is not constant on the support of $p$.

## From the augmentation to the full transformation

```lean
/-- Under a gauge transformation the identity part of the PAW transformation stays fixed and
only the augmentation operator is conjugated. -/
theorem pawT_conj (a p : X → ℂ) (θ : X → ℝ) :
    gaugeU θ * pawT a p * (gaugeU θ)ᴴ =
      1 + gaugeU θ * augmentation a p * (gaugeU θ)ᴴ := by
  rw [pawT, mul_add, add_mul, mul_one, gaugeU_unitary]
```

Expanding the product gives

$$U(1+a p^*)U^* = UU^* + U a p^* U^* = 1 + U a p^* U^*.$$

The proof distributes the multiplication and replaces $UU^*$ by one.

```lean
/-- For nonzero `a` and `p`, the PAW transformation `1 + a p*` is unchanged by a gauge
transformation exactly when the phase factor is constant on the union of the supports. -/
theorem pawT_invariant_iff {a p : X → ℂ} (ha : a ≠ 0) (hp : p ≠ 0) (θ : X → ℝ) :
    gaugeU θ * pawT a p * (gaugeU θ)ᴴ = pawT a p ↔
      ∀ x ∈ Function.support a ∪ Function.support p,
        ∀ y ∈ Function.support a ∪ Function.support p, phase θ x = phase θ y := by
  rw [pawT_conj, pawT, add_right_inj]
  exact augmentation_invariant_iff ha hp θ
```

By the previous lemma, $UTU^*=T$ reads $1+Ua p^*U^*=1+a p^*$. Subtracting the identity, which is the step `add_right_inj`, leaves the condition already settled for the augmentation, so $T$ obeys the same criterion.

Since $U$ is unitary, $UTU^*=T$ is the same as $UT=TU$: reconstructing and then applying the phase gives the same function as applying the phase and then reconstructing. That is the property that failed in the opening example.

```lean
/-- For nonzero `a` and `p`, the PAW transformation is unchanged by all gauge transformations
exactly when `a` and `p` together occupy a single grid point. -/
theorem pawT_invariant_all_iff {a p : X → ℂ} (ha : a ≠ 0) (hp : p ≠ 0) :
    (∀ θ : X → ℝ, gaugeU θ * pawT a p * (gaugeU θ)ᴴ = pawT a p) ↔
      ∃ x₀, Function.support a ∪ Function.support p = {x₀} := by
  constructor
  · intro h
    obtain ⟨x₀, hx₀⟩ := Function.ne_iff.mp ha
    refine ⟨x₀, Set.eq_singleton_iff_unique_mem.mpr ⟨Or.inl hx₀, fun y hy => ?_⟩⟩
    by_contra hne
    have hne' : x₀ ≠ y := fun e => hne e.symm
    -- a sign flip at the second point `y` alone breaks the invariance
    let θ : X → ℝ := fun z => if z = y then Real.pi else 0
    have h1 : phase θ y = -1 := by simp [phase, θ, Complex.exp_pi_mul_I]
    have h2 : phase θ x₀ = 1 := by simp [phase, θ, hne']
    have h3 := (pawT_invariant_iff ha hp θ).mp (h θ) y hy x₀ (Or.inl hx₀)
    rw [h1, h2] at h3
    norm_num at h3
  · rintro ⟨x₀, hx₀⟩ θ
    apply (pawT_invariant_iff ha hp θ).mpr
    rw [hx₀]
    intro x hx y hy
    rw [Set.mem_singleton_iff.mp hx, Set.mem_singleton_iff.mp hy]
```

The angle function $\theta$ is now quantified inside the statement: the left-hand side demands invariance for every choice of phases. The answer is that $\operatorname{supp}a\cup\operatorname{supp}p$ must be a single point $x_0$.

Suppose $T$ is invariant for all phases, and pick $x_0$ in the support of $a$. If the union contained another point $y$, set $\theta_y=\pi$ and all other angles to zero. Then $u_y=-1$ and $u_{x_0}=1$, while the criterion requires them to be equal, which is a contradiction. The lines `h1`, `h2` and `h3` are these three facts, and `norm_num` rejects $-1=1$. Conversely, if the union is $\{x_0\}$, there is only one phase to compare with itself.

In this smallest case both vectors live on the same point, and $T$ is diagonal: it multiplies $\psi_{x_0}$ by $1+a_{x_0}\overline{p_{x_0}}$ and leaves all other values alone. On a grid with a single point this is the only possibility. As soon as the augmentation occupies two or more points, some choice of phases changes $T$, although phases that are constant on those points still leave it alone.

## Moving the phase into the projector and the partial waves

```lean
/-- Conjugating the PAW transformation by a gauge transformation gives the PAW transformation
built from the gauge-transformed vectors `U a` and `U p`. -/
theorem pawT_covariant (a p : X → ℂ) (θ : X → ℝ) :
    gaugeU θ * pawT a p * (gaugeU θ)ᴴ = pawT (gaugeU θ *ᵥ a) (gaugeU θ *ᵥ p) := by
  rw [pawT_conj, pawT, add_right_inj]
  ext x y
  rw [gauge_conj_apply]
  simp only [augmentation, Matrix.vecMulVec_apply, gaugeU, Matrix.mulVec_diagonal,
    Pi.star_apply, star_mul']
  ring

end

end PAWGaugeCovariance
```

The notation `gaugeU θ *ᵥ a` is the vector $Ua$ with entries $u_xa_x$. Writing $T(a,p)$ for $1+a p^*$, the theorem states

$$U\,T(a,p)\,U^* = T(Ua,Up).$$

It has no condition on the phases, and $a$ and $p$ may be zero. After the identity part is removed, the proof compares entries:

$$u_x\,a_x\overline{p_y}\,\overline{u_y} = (u_xa_x)\,\overline{(u_yp_y)}.$$

The `simp only` line unfolds both sides to this form, and `ring` reorders the factors.

Invariance and covariance are different properties here. With $a$ and $p$ held fixed, $T$ is invariant only under the phases picked out by the criterion. When the vectors carry the phase along, the transformed reconstruction is correct for every phase.

## The phase factors in a magnetic-response calculation

The gauge-including PAW method (GIPAW), used for NMR shieldings among other properties, attaches a phase factor to the partial waves and the projectors of each atom. The phase is linear in the electron position and is fixed by the magnetic field and the position of the atom. The covariance law displays the underlying algebra for one channel and one given phase function; it does not derive the particular phase that GIPAW uses.

For a given phase function, the law changes the reconstruction in two places. The projection coefficient is computed with $Up$ in place of $p$, and the conjugate phase in the projector cancels the phase in the wavefunction:

$$\sum_y \overline{u_yp_y}\,u_y\psi_y = \sum_y\overline{p_y}\,\psi_y.$$

The coefficient then multiplies $Ua$ in place of $a$, so the added term carries the same phase as the rest of the wavefunction. For the two-point example, the coefficient keeps its value $1/\sqrt2$ after the sign flip, the reconstruction is $(2,-1)/\sqrt2$, and the density at the first point is again $2$. An implementation can be checked in the same way, by comparing $U\,T(a,p)\psi$ with $T(Ua,Up)\,U\psi$ for a random $\psi$ and random phases; the two should agree to rounding error.

```lean
#print axioms PAWGaugeCovariance.pawT_invariant_iff
#print axioms PAWGaugeCovariance.pawT_invariant_all_iff
#print axioms PAWGaugeCovariance.pawT_covariant
```

```
'PAWGaugeCovariance.pawT_invariant_iff' depends on axioms: [propext, Classical.choice, Quot.sound]
'PAWGaugeCovariance.pawT_invariant_all_iff' depends on axioms: [propext, Classical.choice, Quot.sound]
'PAWGaugeCovariance.pawT_covariant' depends on axioms: [propext, Classical.choice, Quot.sound]
```
